# Strict log-convexity of the simple cubic lattice sums for exponents above three

A sum over a crystal first needs a definition of which sites count and how distance is measured. Here the crystal is infinite and simple cubic, the sites are the integer triples other than $(0,0,0)$, and distances are Euclidean, in units of the lattice constant. With $r_n$ the distance of site $n$ from the origin, the lattice sum is

$$L(p)=\sum_{n\neq 0} r_n^{-p},$$

where the exponent $p$ is real and need not be an integer; the series converges exactly when $p>3$. The result is that $\log L$ is strictly convex on $p>3$, and hence that $L(9)^2<L(6)\,L(12)$.

In a static simple cubic crystal of identical atoms with pairwise additive forces, $L(6)$ and $L(12)$ enter the energy of a 12–6 potential, and $L(6)$ and $L(9)$ that of a 9–6 potential. For that model the inequality is a consistency check on the three constants.

## Sites, distances and the sum

```lean
import Mathlib

open Real

namespace CubicLatticeSumConvexity

noncomputable section
```

This loads the mathematical library Mathlib and lets `log`, `exp` and `√` be written without a prefix.

```lean
/-- The sites of the simple cubic lattice other than the origin, in units of the lattice constant. -/
abbrev Site := {n : ℤ × ℤ × ℤ // n ≠ 0}
```

A `Site` is a triple of integers together with a proof that it is not zero. For `n : Site`, `n.1` is the triple, and its coordinates $n_1,n_2,n_3$ are `n.1.1`, `n.1.2.1` and `n.1.2.2`.

```lean
/-- The Euclidean distance of a site from the origin. -/
def radius (n : Site) : ℝ :=
  √((n.1.1 : ℝ) ^ 2 + (n.1.2.1 : ℝ) ^ 2 + (n.1.2.2 : ℝ) ^ 2)
```

This is $r_n=\sqrt{n_1^2+n_2^2+n_3^2}$, with the integers read as real numbers.

```lean
/-- The lattice sum `L(p)` of the inverse power `r ^ (-p)` over all sites except the origin. -/
def latticeSum (p : ℝ) : ℝ := ∑' n : Site, radius n ^ (-p)
```

The symbol `∑'` is an infinite sum that does not depend on the order of the terms. All terms are positive, so there is no question of summing by cubes or by spheres, as there is for alternating charges, which are not treated here.

## Distances of at least one

```lean
/-- Every site is at least one lattice constant away from the origin. -/
theorem one_le_radius (n : Site) : 1 ≤ radius n := by
  obtain ⟨⟨a, b, c⟩, h⟩ := n
  have h1 : 1 ≤ a ^ 2 + b ^ 2 + c ^ 2 := by
    by_contra hc
    have hlt := not_le.1 hc
    have ha : a = 0 := (pow_eq_zero_iff two_ne_zero).1
      (le_antisymm (by nlinarith [sq_nonneg b, sq_nonneg c]) (sq_nonneg a))
    have hb : b = 0 := (pow_eq_zero_iff two_ne_zero).1
      (le_antisymm (by nlinarith [sq_nonneg a, sq_nonneg c]) (sq_nonneg b))
    have hc : c = 0 := (pow_eq_zero_iff two_ne_zero).1
      (le_antisymm (by nlinarith [sq_nonneg a, sq_nonneg b]) (sq_nonneg c))
    exact h (by simp [ha, hb, hc])
  have h2 : (1 : ℝ) ≤ (a : ℝ) ^ 2 + (b : ℝ) ^ 2 + (c : ℝ) ^ 2 := by exact_mod_cast h1
  show (1 : ℝ) ≤ √((a : ℝ) ^ 2 + (b : ℝ) ^ 2 + (c : ℝ) ^ 2)
  exact (Real.le_sqrt' one_pos).2 (by linarith)
```

In the Lean theorems here, the hypotheses stand before the first colon that lies outside all brackets, the claim after it, and the proof after `:=`. This one says $r_n\ge 1$. By hand: $n_1^2+n_2^2+n_3^2$ is a non-negative integer, and it vanishes only at the origin, so at a site it is at least 1. The proof supposes the sum of squares to be below 1, finds all three coordinates zero, and contradicts the definition of a site.

```lean
/-- The distance of the site `(k, 0, 0)`, with `k ≠ 0`, from the origin is the absolute value of
`k`. -/
theorem radius_axis (k : ℤ) (hk : k ≠ 0) :
    radius ⟨(k, 0, 0), by simp [hk]⟩ = |(k : ℝ)| := by
  simp [radius, Real.sqrt_sq_eq_abs]
```

The site $(k,0,0)$ with $k\neq0$ has distance $|k|$. This will supply sites at distances 1 and 2.

## Convergence above exponent three

```lean
/-- The one-dimensional sum of `(1 + |k|) ^ (-s)` over the integers converges for `s > 1`. -/
theorem summable_axis {s : ℝ} (hs : 1 < s) :
    Summable fun k : ℤ => (1 + |(k : ℝ)|) ^ (-s) := by
  have h : Summable fun k : ℕ => (1 + (k : ℝ)) ^ (-s) := by
    have h0 := (summable_nat_add_iff 1).2 (Real.summable_nat_rpow.2 (by linarith : -s < -1))
    have e : (fun k : ℕ => (1 + (k : ℝ)) ^ (-s)) = fun k : ℕ => ((k + 1 : ℕ) : ℝ) ^ (-s) := by
      funext k
      push_cast
      rw [add_comm]
    rw [e]
    exact h0
  refine Summable.of_nat_of_neg ?_ ?_
  · simpa using h
  · simpa using h
```

For $s>1$ the sum $\sum_{k\in\mathbb Z}(1+|k|)^{-s}$ converges. The proof splits the integers into two halves, each of which gives the familiar series $\sum_{k\ge0}(1+k)^{-s}$.

```lean
/-- The terms of the lattice sum are summable for every exponent `p > 3`. -/
theorem summable_radius {p : ℝ} (hp : 3 < p) : Summable fun n : Site => radius n ^ (-p) := by
  have h1 := summable_axis (s := p / 3) (by linarith)
  have pos : ∀ k : ℤ, 0 ≤ (1 + |(k : ℝ)|) ^ (-(p / 3)) := fun k => by positivity
  have h2 := h1.mul_of_nonneg h1 pos pos
  have h3 := h1.mul_of_nonneg h2 pos (fun x => mul_nonneg (pos _) (pos _))
  have h4 := (h3.comp_injective
    (Subtype.val_injective (p := fun n : ℤ × ℤ × ℤ => n ≠ 0))).mul_left ((2 : ℝ) ^ p)
  refine Summable.of_nonneg_of_le
    (fun n => Real.rpow_nonneg (Real.sqrt_nonneg _) _) (fun n => ?_) h4
  have hR1 := one_le_radius n
  have hR : 0 < radius n := by linarith
  have h2R : 0 < 2 * radius n := by linarith
  -- each coordinate is bounded by the radius, so each axis factor dominates
  have key : ∀ k : ℤ, |(k : ℝ)| ≤ radius n →
      (2 * radius n) ^ (-(p / 3)) ≤ (1 + |(k : ℝ)|) ^ (-(p / 3)) := fun k hk =>
    Real.rpow_le_rpow_of_nonpos (by positivity) (by linarith) (by linarith)
  have s1 := sq_nonneg (n.1.1 : ℝ)
  have s2 := sq_nonneg (n.1.2.1 : ℝ)
  have s3 := sq_nonneg (n.1.2.2 : ℝ)
  have k1 := key n.1.1 (Real.abs_le_sqrt (by linarith))
  have k2 := key n.1.2.1 (Real.abs_le_sqrt (by linarith))
  have k3 := key n.1.2.2 (Real.abs_le_sqrt (by linarith))
  have e : radius n ^ (-p) = (2 : ℝ) ^ p * ((2 * radius n) ^ (-(p / 3)) *
      ((2 * radius n) ^ (-(p / 3)) * (2 * radius n) ^ (-(p / 3)))) := by
    rw [← Real.rpow_add h2R, ← Real.rpow_add h2R,
      show -(p / 3) + (-(p / 3) + -(p / 3)) = -p by ring,
      Real.mul_rpow two_pos.le hR.le, ← mul_assoc, ← Real.rpow_add two_pos,
      add_neg_cancel, Real.rpow_zero, one_mul]
  rw [e]
  exact mul_le_mul_of_nonneg_left (mul_le_mul k1 (mul_le_mul k2 k3 (by positivity)
    (by positivity)) (by positivity) (by positivity)) (by positivity)
```

The three-dimensional sum converges for $p>3$. Each coordinate satisfies $|n_i|\le r_n$, and $1\le r_n$, so $1+|n_i|\le 2r_n$. Raising to the negative power $-p/3$ reverses the inequality:

$$(2r_n)^{-p/3}\le(1+|n_i|)^{-p/3}.$$

This is `key`. Multiplying the three cases gives

$$r_n^{-p}=2^p(2r_n)^{-p}\le 2^p\prod_{i=1}^{3}(1+|n_i|)^{-p/3}.$$

The right-hand side, summed over all triples, is $2^p$ times the cube of a one-dimensional sum with exponent $p/3>1$, which is finite. In the code, `h1` to `h4` build this convergent bound, and `e` is the equality on the left.

```lean
/-- The lattice sum is positive for every exponent `p > 3`. -/
theorem latticeSum_pos {p : ℝ} (hp : 3 < p) : 0 < latticeSum p := by
  have hr : ∀ n : Site, 0 < radius n ^ (-p) := fun n =>
    Real.rpow_pos_of_pos (lt_of_lt_of_le one_pos (one_le_radius n)) _
  exact (summable_radius hp).tsum_pos (fun n => (hr n).le) ⟨(1, 0, 0), by simp⟩ (hr _)
```

A convergent sum of positive terms is positive, so $\log L(p)$ is an ordinary logarithm for $p>3$.

## Convexity of the logarithm

```lean
/-- The logarithm of the cubic lattice sum is a strictly convex function of the exponent
on `p > 3`. -/
theorem strictConvexOn_log_latticeSum :
    StrictConvexOn ℝ (Set.Ioi 3) (fun p => log (latticeSum p)) := by
  refine ⟨convex_Ioi 3, ?_⟩
  intro p hp q hq hpq a b ha hb hab
  have hp' : 3 < p := hp
  have hq' : 3 < q := hq
  simp only [smul_eq_mul]
  have hs : 3 < a * p + b * q := by
    nlinarith [mul_pos ha (sub_pos.2 hp'), mul_pos hb (sub_pos.2 hq')]
  obtain ⟨A, hA⟩ : ∃ A, A = log (latticeSum p) := ⟨_, rfl⟩
  obtain ⟨B, hB⟩ : ∃ B, B = log (latticeSum q) := ⟨_, rfl⟩
  rw [← hA, ← hB]
  -- normalised terms are exponentials of affine functions of the exponent
  have fx : ∀ (n : Site) (y c : ℝ),
      radius n ^ (-y) * exp (-c) = exp (-(y * log (radius n)) - c) := by
    intro n y c
    rw [Real.rpow_def_of_pos (lt_of_lt_of_le one_pos (one_le_radius n)), ← Real.exp_add]
    congr 1
    ring
  have mix : ∀ n : Site, -((a * p + b * q) * log (radius n)) - (a * A + b * B) =
      a * (-(p * log (radius n)) - A) + b * (-(q * log (radius n)) - B) := fun n => by ring
  have hle : ∀ n : Site, radius n ^ (-(a * p + b * q)) * exp (-(a * A + b * B)) ≤
      a * (radius n ^ (-p) * exp (-A)) + b * (radius n ^ (-q) * exp (-B)) := by
    intro n
    rw [fx n, fx n, fx n, mix]
    exact convexOn_exp.2 (Set.mem_univ _) (Set.mem_univ _) ha.le hb.le hab
  -- equality at radius one and at radius two would force p = q
  obtain ⟨n, hn⟩ : ∃ n : Site,
      -(p * log (radius n)) - A ≠ -(q * log (radius n)) - B := by
    by_contra hcon
    have hall : ∀ n : Site, -(p * log (radius n)) - A = -(q * log (radius n)) - B :=
      fun n => by_contra fun h => hcon ⟨n, h⟩
    obtain ⟨m, hm⟩ : ∃ n : Site, radius n = 1 :=
      ⟨_, (radius_axis 1 (by norm_num)).trans (by norm_num)⟩
    obtain ⟨k, hk⟩ : ∃ n : Site, radius n = 2 :=
      ⟨_, (radius_axis 2 (by norm_num)).trans (by norm_num)⟩
    have h1 := hall m
    have h2 := hall k
    rw [hm, Real.log_one] at h1
    rw [hk] at h2
    have h3 : (p - q) * log 2 = 0 := by linear_combination h1 - h2
    rcases mul_eq_zero.1 h3 with h | h
    · exact hpq (sub_eq_zero.1 h)
    · exact (Real.log_pos one_lt_two).ne' h
  have hlt : radius n ^ (-(a * p + b * q)) * exp (-(a * A + b * B)) <
      a * (radius n ^ (-p) * exp (-A)) + b * (radius n ^ (-q) * exp (-B)) := by
    rw [fx n, fx n, fx n, mix]
    exact strictConvexOn_exp.2 (Set.mem_univ _) (Set.mem_univ _) hn ha hb hab
  -- sum over the lattice; the right-hand side adds up to a + b = 1
  have sum := hasSum_lt hle hlt ((summable_radius hs).hasSum.mul_right _)
    ((((summable_radius hp').hasSum.mul_right _).mul_left a).add
      (((summable_radius hq').hasSum.mul_right _).mul_left b))
  change latticeSum (a * p + b * q) * exp (-(a * A + b * B)) <
    a * (latticeSum p * exp (-A)) + b * (latticeSum q * exp (-B)) at sum
  have eA : latticeSum p * exp (-A) = 1 := by
    rw [hA, Real.exp_neg, Real.exp_log (latticeSum_pos hp'),
      mul_inv_cancel₀ (latticeSum_pos hp').ne']
  have eB : latticeSum q * exp (-B) = 1 := by
    rw [hB, Real.exp_neg, Real.exp_log (latticeSum_pos hq'),
      mul_inv_cancel₀ (latticeSum_pos hq').ne']
  rw [eA, eB, mul_one, mul_one, hab, Real.exp_neg, ← div_eq_mul_inv,
    div_lt_one (Real.exp_pos _)] at sum
  exact (Real.log_lt_iff_lt_exp (latticeSum_pos hs)).2 sum
```

`Set.Ioi 3` is the interval $(3,\infty)$. The claim `StrictConvexOn` says that this interval is convex and that, for distinct $p,q$ in it and weights $a,b>0$ with $a+b=1$,

$$\log L(ap+bq)<a\log L(p)+b\log L(q).$$

For the derivation, put $A=\log L(p)$ and $B=\log L(q)$, and define for each site

$$x_n=-p\log r_n-A,\qquad y_n=-q\log r_n-B.$$

Then $e^{x_n}=r_n^{-p}/L(p)$ and $e^{y_n}=r_n^{-q}/L(q)$ are normalised terms, each family summing to 1. The weighted mean of $x_n$ and $y_n$ is

$$ax_n+by_n=-(ap+bq)\log r_n-(aA+bB).$$

Convexity of the exponential, $e^{ax_n+by_n}\le a\,e^{x_n}+b\,e^{y_n}$, therefore reads

$$r_n^{-(ap+bq)}e^{-(aA+bB)}\le a\,\frac{r_n^{-p}}{L(p)}+b\,\frac{r_n^{-q}}{L(q)}.$$

It is strict wherever $x_n\neq y_n$, and such a site exists. If $x_n=y_n$ held everywhere, distance 1 would give $A=B$, and distance 2 would then give $(p-q)\log2=0$, which contradicts $p\neq q$. Summing over all sites,

$$L(ap+bq)\,e^{-(aA+bB)}<a+b=1,$$

and taking the logarithm gives the claim.

The code follows the same order. `fx` and `mix` rewrite the terms as exponentials, `hle` is the inequality at every site, and `hlt` is the strict one at the site found by contradiction. `hasSum_lt` then sums them: termwise $\le$ with one strict case gives a strict inequality between the sums. `eA` and `eB` record the normalisation.

## Interpolation and the midpoint

```lean
/-- For exponents `3 < p < s < q`, the lattice sums satisfy `L(s) ^ (q - p) < L(p) ^ (q - s) * L(q)
^ (s - p)`. -/
theorem latticeSum_interpolation {p s q : ℝ} (hp : 3 < p) (hps : p < s) (hsq : s < q) :
    latticeSum s ^ (q - p) < latticeSum p ^ (q - s) * latticeSum q ^ (s - p) := by
  have hd : 0 < q - p := by linarith
  have ha : (q - s) / (q - p) * (q - p) = q - s := div_mul_cancel₀ _ hd.ne'
  have hb : (s - p) / (q - p) * (q - p) = s - p := div_mul_cancel₀ _ hd.ne'
  have hab : (q - s) / (q - p) + (s - p) / (q - p) = 1 := by
    rw [← add_div, div_eq_iff hd.ne']
    ring
  have h := strictConvexOn_log_latticeSum.2 (show p ∈ Set.Ioi (3 : ℝ) from hp)
    (show q ∈ Set.Ioi (3 : ℝ) from by show 3 < q; linarith) (by linarith : p < q).ne
    (div_pos (sub_pos.2 hsq) hd) (div_pos (sub_pos.2 hps) hd) hab
  simp only [smul_eq_mul] at h
  have e : (q - s) / (q - p) * p + (s - p) / (q - p) * q = s := by
    rw [div_mul_eq_mul_div, div_mul_eq_mul_div, ← add_div, div_eq_iff hd.ne']
    ring
  rw [e] at h
  have h' := mul_lt_mul_of_pos_left h hd
  rw [Real.rpow_def_of_pos (latticeSum_pos (by linarith)),
    Real.rpow_def_of_pos (latticeSum_pos hp),
    Real.rpow_def_of_pos (latticeSum_pos (by linarith)), ← Real.exp_add, Real.exp_lt_exp]
  linear_combination h' + log (latticeSum p) * ha + log (latticeSum q) * hb
```

For $3<p<s<q$,

$$L(s)^{q-p}<L(p)^{q-s}L(q)^{s-p}.$$

Take $a=(q-s)/(q-p)$ and $b=(s-p)/(q-p)$. These are positive, add up to 1, and satisfy $ap+bq=s$. Convexity multiplied by $q-p$ gives

$$(q-p)\log L(s)<(q-s)\log L(p)+(s-p)\log L(q),$$

and exponentiating finishes the proof. The code checks the weights in `ha`, `hb`, `hab` and `e`.

```lean
/-- For distinct exponents above three, the squared lattice sum at the mean exponent is
strictly smaller than the product of the two lattice sums. -/
theorem latticeSum_midpoint_sq_lt {p q : ℝ} (hp : 3 < p) (hq : 3 < q) (hpq : p ≠ q) :
    latticeSum ((p + q) / 2) ^ 2 < latticeSum p * latticeSum q := by
  have h := strictConvexOn_log_latticeSum.2 (show p ∈ Set.Ioi (3 : ℝ) from hp)
    (show q ∈ Set.Ioi (3 : ℝ) from hq) hpq
    (by norm_num : (0 : ℝ) < 1 / 2) (by norm_num : (0 : ℝ) < 1 / 2) (by norm_num)
  simp only [smul_eq_mul] at h
  rw [show 1 / 2 * p + 1 / 2 * q = (p + q) / 2 by ring] at h
  have hm : 0 < latticeSum ((p + q) / 2) := latticeSum_pos (by linarith)
  have h1 := latticeSum_pos hp
  have h2 := latticeSum_pos hq
  refine (Real.log_lt_log_iff (pow_pos hm 2) (mul_pos h1 h2)).1 ?_
  rw [Real.log_pow, Real.log_mul h1.ne' h2.ne']
  push_cast
  linarith
```

With $a=b=\tfrac12$, convexity gives $2\log L\!\left(\tfrac{p+q}{2}\right)<\log L(p)+\log L(q)$, which is

$$L\!\left(\tfrac{p+q}{2}\right)^2<L(p)\,L(q).$$

The hypothesis `3 < p` is needed. For $p=2$ and $q=6$ the series for $L(2)$ diverges, and Lean gives a divergent sum the value 0. The right-hand side would then be 0, while the left-hand side, $L(4)^2$, is positive.

```lean
/-- For exponents above three, the squared lattice sum at the mean exponent equals the product
of the two lattice sums exactly when the exponents coincide. -/
theorem latticeSum_midpoint_sq_eq_iff {p q : ℝ} (hp : 3 < p) (hq : 3 < q) :
    latticeSum ((p + q) / 2) ^ 2 = latticeSum p * latticeSum q ↔ p = q := by
  constructor
  · intro h
    by_contra hpq
    exact (latticeSum_midpoint_sq_lt hp hq hpq).ne h
  · intro h
    rw [← h, show (p + p) / 2 = p by ring, sq]
```

The sign `↔` means "exactly when". If $p=q$, both sides are $L(p)^2$; if $p\neq q$, the preceding theorem excludes equality.

## The exponents six, nine and twelve

```lean
/-- The lattice sums of the inverse sixth, ninth and twelfth powers of the distance satisfy
`L(9)² < L(6) L(12)`. -/
theorem latticeSum_nine_sq_lt : latticeSum 9 ^ 2 < latticeSum 6 * latticeSum 12 := by
  have h := latticeSum_midpoint_sq_lt (p := 6) (q := 12)
    (by norm_num) (by norm_num) (by norm_num)
  rw [show ((6 : ℝ) + 12) / 2 = 9 by norm_num] at h
  exact h

end

end CubicLatticeSumConvexity
```

This is the midpoint inequality at $p=6$, $q=12$, with $(6+12)/2=9$.

The sizes can be seen by keeping only the sites with $r_n\le2$: 6 at distance 1, 12 at $\sqrt2$, 8 at $\sqrt3$ and 6 at 2. The truncated sums, written $L_2$, are

$$L_2(6)=6+\tfrac{12}{8}+\tfrac{8}{27}+\tfrac{6}{64}\approx7.890,$$

$$L_2(9)=6+\tfrac{12}{2^{9/2}}+\tfrac{8}{3^{9/2}}+\tfrac{6}{512}\approx6.599,$$

$$L_2(12)=6+\tfrac{12}{64}+\tfrac{8}{729}+\tfrac{6}{4096}\approx6.200.$$

Hence $L_2(9)^2\approx43.5$, while $L_2(6)\,L_2(12)\approx48.9$. These numbers illustrate the inequality on a finite cluster; the theorem concerns the full infinite sums.

```lean
#print axioms CubicLatticeSumConvexity.strictConvexOn_log_latticeSum
-- 'CubicLatticeSumConvexity.strictConvexOn_log_latticeSum' depends on axioms: [propext, Classical.choice, Quot.sound]
#print axioms CubicLatticeSumConvexity.latticeSum_interpolation
-- 'CubicLatticeSumConvexity.latticeSum_interpolation' depends on axioms: [propext, Classical.choice, Quot.sound]
#print axioms CubicLatticeSumConvexity.latticeSum_midpoint_sq_eq_iff
-- 'CubicLatticeSumConvexity.latticeSum_midpoint_sq_eq_iff' depends on axioms: [propext, Classical.choice, Quot.sound]
#print axioms CubicLatticeSumConvexity.latticeSum_nine_sq_lt
-- 'CubicLatticeSumConvexity.latticeSum_nine_sq_lt' depends on axioms: [propext, Classical.choice, Quot.sound]
```
